# Jacobi's formula for the relative volume of a strained crystal

A crystal is deformed by the matrix 1 + tη, where η is any real square matrix of finite size and t is the strain amplitude; the determinant of 1 + tη is the relative volume, counted with sign. The lemma `det_hasDerivAt` states that, wherever this determinant is nonzero, its derivative with respect to t is det(1 + tη) tr((1 + tη)⁻¹η). The proof factors out the deformation at t and writes the remaining determinant at amplitude s as 1 + (s − t) tr((1 + tη)⁻¹η) plus (s − t)² times a polynomial `p` in s − t. It then differentiates this expression at s = t, for which it needs a derivative of the polynomial factor.

As first written in Lean, the proof fails:

```lean
import Mathlib

open Matrix Topology Filter

namespace DetHasDerivAt

noncomputable section

variable {n : Type*} [Fintype n]

variable [DecidableEq n] (η : Matrix n n ℝ) (G : n → ℝ)

/-- The deformation `1 + t η` of the crystal at strain amplitude `t`. -/
def deformation (t : ℝ) : Matrix n n ℝ := 1 + t • η

/-- The map `(1 + t η)⁻¹` of reciprocal vectors, for invertible `1 + t η`. -/
def recipMap (t : ℝ) : Matrix n n ℝ := (deformation η t)⁻¹

/-- Jacobi's formula: at an invertible deformation the relative volume `det (1 + t η)` changes
at the rate `det (1 + t η) tr ((1 + t η)⁻¹ η)`. -/
theorem det_hasDerivAt {t : ℝ} (ht : (deformation η t).det ≠ 0) :
    HasDerivAt (fun s => (deformation η s).det)
      ((deformation η t).det * (recipMap η t * η).trace) t := by
  obtain ⟨p, hp⟩ : ∃ p : Polynomial ℝ, ∀ r : ℝ, (1 + r • (recipMap η t * η)).det =
      1 + (recipMap η t * η).trace * r + p.eval r * r ^ 2 :=
    ⟨_, fun r => Matrix.det_one_add_smul r _⟩
  -- factor out the deformation already reached
  have hdet : ∀ s, (deformation η s).det = (deformation η t).det *
      (1 + (recipMap η t * η).trace * (s - t) + p.eval (s - t) * (s - t) ^ 2) := by
    intro s
    rw [← hp, ← Matrix.det_mul, mul_add, mul_one, Matrix.mul_smul, ← mul_assoc, recipMap,
      Matrix.mul_nonsing_inv _ ht.isUnit, one_mul]
    congr 1
    simp only [deformation]
    module
  have hx : HasDerivAt (fun s : ℝ => s - t) 1 t := (hasDerivAt_id' t).sub_const t
  have hpx : HasDerivAt (fun s => p.eval (s - t)) (p.derivative.eval (t - t) * 1) t :=
    HasDerivAt.comp t (p.hasDerivAt (t - t)) hx
  rw [funext hdet]
  refine ((((hx.const_mul _).const_add 1).fun_add
    (hpx.fun_mul (hx.fun_pow 2))).const_mul _).congr_deriv ?_
  simp

end

end DetHasDerivAt
```

Lean reports:

```
Main.lean:38:45: error: Application type mismatch: The argument
  hx
has type
  HasDerivAt (fun s => s - t) 1 t
but is expected to have type
  HasDerivAt (HSub.hSub t) ?m.382 t
in the application
  HasDerivAt.comp t (Polynomial.hasDerivAt p (t - t)) hx
```

Cause. The error is in the chain rule for `p.eval (s - t)`. `HasDerivAt.comp` has to find the inner function, and the argument `p.hasDerivAt (t - t)` shows only its value at `t`, namely `t - t`. Lean read this as the function `HSub.hSub t` applied to `t`, and so took the inner function to be s ↦ t − s. But `hx` concerns s ↦ s − t, a different function with the same value at `t`, so it was rejected.

The repair composes statements of differentiability instead. `hs` gives the inner function as a whole, so it need not be guessed from one value. `exact h` then accepts the composition as `fun s => p.eval (s - t)`, which it equals by definition.

The new `hpx`, taken from `hps` at `t`, gives the derivative as an unevaluated `deriv` instead of an explicit formula. This is enough, since in the product rule that derivative is multiplied by `(t - t) ^ 2`, which is zero, and the closing `simp` removes the term.

The mended proof, as a diff:

```diff
@@ -35,6 +35,9 @@
     module
   have hx : HasDerivAt (fun s : ℝ => s - t) 1 t := (hasDerivAt_id' t).sub_const t
-  have hpx : HasDerivAt (fun s => p.eval (s - t)) (p.derivative.eval (t - t) * 1) t :=
-    HasDerivAt.comp t (p.hasDerivAt (t - t)) hx
+  have hs : Differentiable ℝ (fun s : ℝ => s - t) := by fun_prop
+  have hps : Differentiable ℝ (fun s : ℝ => p.eval (s - t)) := by
+    have h := p.differentiable.comp hs
+    exact h
+  have hpx := (hps t).hasDerivAt
   rw [funext hdet]
   refine ((((hx.const_mul _).const_add 1).fun_add
```
